# A second-order Brillouin-Wigner root can lie below every energy expectation value

The model has two states with unperturbed levels 0 and 3, and a perturbation that couples them with strength 2 and adds 9/2 to the upper diagonal element. With the lower state as reference, the theorem says that the second-order Brillouin-Wigner energy function takes the value -1 at E = -1, so that -1 is a root, while ⟨x|H|x⟩ ≥ -½⟨x|x⟩ for every complex vector x. For normalised x this means that no energy expectation value is below -1/2. The attempt computes the root directly with `norm_num`; for the bound it writes out the quadratic form in an auxiliary equation `h`, takes real parts and gives `nlinarith` two squares.

Lean 4 with Mathlib refuses this proof:

```lean
import Mathlib

open Matrix

namespace SecondOrderRootBelow

noncomputable section

variable {ι : Type*} [Fintype ι] [DecidableEq ι]

/-- The full Hamiltonian: diagonal unperturbed levels `ε` plus the perturbation `V`. -/
def hamiltonian (ε : ι → ℝ) (V : Matrix ι ι ℂ) : Matrix ι ι ℂ :=
  diagonal (fun i => (ε i : ℂ)) + V

/-- The reduced resolvent `T(E)`: zero on the reference state `o` and `1 / (E - ε i)` on every
other state, for `E` different from all the levels `ε i` with `i ≠ o`. -/
def resolvent (ε : ι → ℝ) (o : ι) (E : ℝ) : Matrix ι ι ℂ :=
  diagonal (fun i => if i = o then 0 else ((E : ℂ) - (ε i : ℂ))⁻¹)

/-- The Brillouin-Wigner energy function of order `N`: the reference level plus the
diagonal elements of `V (T V)^k` for `k < N`, for `E` off the excited levels. -/
def bwEnergy (ε : ι → ℝ) (V : Matrix ι ι ℂ) (o : ι) (E : ℝ) (N : ℕ) : ℂ :=
  (ε o : ℂ) + ∑ k ∈ Finset.range N, (V * (resolvent ε o E * V) ^ k) o o

/-- A second-order root can lie below every energy expectation value: for levels 0 and 3 with the
perturbation shown and the first state as reference, `-1` is a root of second order, while all
energy expectation values are at least `-1/2`. -/
theorem second_order_root_below :
    bwEnergy ![0, 3] !![0, 2; 2, 9 / 2] 0 (-1) 2 = -1 ∧
      ∀ x : Fin 2 → ℂ, -(1 / 2) * (star x ⬝ᵥ x).re ≤
        (star x ⬝ᵥ (hamiltonian ![0, 3] !![0, 2; 2, 9 / 2] *ᵥ x)).re := by
  constructor
  · norm_num [bwEnergy, resolvent, Finset.sum_range_succ, Matrix.mul_apply,
      Fin.sum_univ_two, Matrix.diagonal_apply]
  · intro x
    have h : (star x ⬝ᵥ (hamiltonian ![0, 3] !![0, 2; 2, 9 / 2] *ᵥ x)) =
        star (x 0) * (2 * x 1) + star (x 1) * (2 * x 0 + ((15 / 2 : ℝ) : ℂ) * x 1) := by
      simp [hamiltonian, dotProduct, Matrix.mulVec, Fin.sum_univ_two,
        Matrix.diagonal_apply]
      ring
    rw [h]
    simp only [dotProduct, Fin.sum_univ_two, Pi.star_apply, Complex.star_def,
      Complex.add_re, Complex.mul_re, Complex.add_im, Complex.mul_im, Complex.conj_re,
      Complex.conj_im, Complex.ofReal_re, Complex.ofReal_im, Complex.re_ofNat,
      Complex.im_ofNat]
    -- `H + 1/2` is half the square of one linear form
    nlinarith [sq_nonneg ((x 0).re + 4 * (x 1).re), sq_nonneg ((x 0).im + 4 * (x 1).im)]

end

end SecondOrderRootBelow
```

The compiler's answer:

```
Try this:
  [apply] ring_nf
  
  The `ring` tactic failed to close the goal. Use `ring_nf` to obtain a normal form.
    
  Note that `ring` works primarily in *commutative* rings. If you have a noncommutative ring, abelian group or module, consider using `noncomm_ring`, `abel` or `module` instead.
Main.lean:37:86: error: unsolved goals
x : Fin 2 → ℂ
⊢ True ∨ x 1 = 0
```

Cause. The error is in the proof of `h`, the written-out form of ⟨x|H|x⟩. There `simp` does not leave a plain equation for `ring`. It cancels a common factor from the two sides, and since that factor may be zero, what remains is a disjunction: either the remaining equation holds, or `x 1 = 0`.

`ring` proves equations, not disjunctions. The first message says that it failed to close the goal and suggests `ring_nf`, which only normalises. The normalisation did settle the equation, turning it into `True`, but the `or` around it stayed, and the error reports the leftover goal `True ∨ x 1 = 0`. That goal is trivially true, but no further step was there to close it.

The added `left` chooses the first alternative before `ring` runs. The goal is then the equation alone, which `ring` proves, with no assumption about `x 1`.

The other change only rewords a comment, to say that it is the quadratic form of `H + 1/2` that is half a squared modulus; it has no part in the cure.

Fix (accepted with no message):

```diff
@@ -38,4 +38,5 @@
       simp [hamiltonian, dotProduct, Matrix.mulVec, Fin.sum_univ_two,
         Matrix.diagonal_apply]
+      left
       ring
     rw [h]
@@ -44,5 +45,5 @@
       Complex.conj_im, Complex.ofReal_re, Complex.ofReal_im, Complex.re_ofNat,
       Complex.im_ofNat]
-    -- `H + 1/2` is half the square of one linear form
+    -- the quadratic form of `H + 1/2` is half the squared modulus of one linear form
     nlinarith [sq_nonneg ((x 0).re + 4 * (x 1).re), sq_nonneg ((x 0).im + 4 * (x 1).im)]
 
```
